# Group velocity lies below phase velocity, and phase velocity below sound speed, in the monatomic harmonic chain with equal nearest-neighbour springs for 0 < q ≤ π/a

A sound speed can be estimated from a phonon calculation on a periodic supercell by taking the acoustic frequency at the smallest nonzero wave number and dividing it by that wave number. For a one-dimensional harmonic chain of equal masses with equal nearest-neighbour springs, this estimate is always too low, and the slope of the branch at the same wave number is lower still. The problems below establish this ordering and bound the error of the estimate.

## The branch and its two velocities

Let \(a\) be the lattice constant, \(q\) the wave number and \(c\) the sound speed. The angular frequency is

\[
\omega(q)=\frac{2c}{a}\sin\frac{qa}{2}.
\]

For masses \(m\) joined by springs of stiffness \(K\), \(c=a\sqrt{K/m}\). The dispersion relation is taken as given here and not derived from the equations of motion. Couplings beyond nearest neighbours, anharmonicity and higher dimensions are not covered.

In Lean 4 with Mathlib:

```lean
import Mathlib

open Filter Topology
open scoped Real

namespace MonatomicChainVelocities

noncomputable section
```

In the code \(\omega\) is `freq a c`, and all quantities are real numbers without units.

```lean
/-- The dispersion relation `(2c/a) sin(qa/2)` of a harmonic monatomic chain with nearest-neighbour
springs, lattice constant `a ≠ 0` and sound speed `c`. -/
def freq (a c q : ℝ) : ℝ := 2 * c / a * Real.sin (q * a / 2)
```

The group velocity \(v_g(q)=\omega'(q)\) is defined as an actual derivative, so its formula has to be proved.

```lean
/-- The group velocity: the derivative of the frequency with respect to the wave number,
for lattice constant `a ≠ 0`. -/
def groupVelocity (a c q : ℝ) : ℝ := deriv (freq a c) q
```

The phase velocity is \(v_p(q)=\omega(q)/q\) for \(q\neq0\).

```lean
/-- The phase velocity: frequency divided by wave number, for `a ≠ 0` and `q ≠ 0`. -/
def phaseVelocity (a c q : ℝ) : ℝ := freq a c q / q
```

## (a) The slope of the branch

**Task.** For \(a\neq0\), show that at every real \(q\)

\[
\omega'(q)=c\cos\frac{qa}{2}.
\]

**Solution.** The inner function \(qa/2\) has derivative \(a/2\). By the chain rule,

\[
\omega'(q)=\frac{2c}{a}\cdot\cos\frac{qa}{2}\cdot\frac a2=c\cos\frac{qa}{2}.
\]

```lean
/-- The dispersion relation is differentiable at every wave number, with slope
`c cos(qa/2)`. -/
theorem hasDerivAt_freq {a : ℝ} (c : ℝ) (ha : a ≠ 0) (q : ℝ) :
    HasDerivAt (freq a c) (c * Real.cos (q * a / 2)) q := by
  have h1 : HasDerivAt (fun k : ℝ => k * a / 2) (a / 2) q := by
    simpa using ((hasDerivAt_id' q).mul_const a).div_const 2
  have h2 := h1.sin.const_mul (2 * c / a)
  exact h2.congr_deriv (by field_simp)
```

`HasDerivAt` says that the function is differentiable at `q` and has the stated slope. `h1` is the inner derivative, `h2` applies the chain rule and the prefactor, and `field_simp` cancels \(a/2\) against \(2/a\). The sign of \(c\) plays no role.

## (b) A trigonometric inequality

**Task.** For \(0<x\le\pi/2\), show that

\[
x\cos x<\sin x .
\]

**Solution.** Let \(x<\pi/2\) first. The function \(\tan x-x\) vanishes at \(0\) and has derivative \(\tan^2x>0\) for \(0<x<\pi/2\), so \(x<\tan x\). Multiplying by \(\cos x>0\) gives the claim. At \(x=\pi/2\), where the tangent has a pole, the inequality reads \(0<1\).

```lean
/-- The inequality `x cos x < sin x` on the half-open interval from `0` to `π/2`,
right endpoint included. -/
theorem mul_cos_lt_sin {x : ℝ} (hx : 0 < x) (hx' : x ≤ π / 2) :
    x * Real.cos x < Real.sin x := by
  rcases hx'.lt_or_eq with h | h
  · have hcos : 0 < Real.cos x := Real.cos_pos_of_mem_Ioo ⟨by linarith, h⟩
    have ht := Real.lt_tan hx h
    rwa [Real.tan_eq_sin_div_cos, lt_div_iff₀ hcos] at ht
  · rw [h, Real.cos_pi_div_two, Real.sin_pi_div_two]
    norm_num
```

`rcases` makes the same split between interior and endpoint. Mathlib supplies \(x<\tan x\) as `Real.lt_tan`, and `lt_div_iff₀` carries out the multiplication by the cosine.

## (c) The order of the three velocities

**Task.** For \(a,c>0\) and \(0<q\le\pi/a\), show that

\[
v_g(q)=c\cos\frac{qa}{2},\qquad 0\le v_g(q)<v_p(q)<c .
\]

**Solution.** Put \(x=qa/2\), so that \(0<x\le\pi/2\). By (a), \(v_g=c\cos x\ge0\). Since \(q=2x/a\),

\[
v_p=\frac{2c}{a}\,\frac{\sin x}{q}=c\,\frac{\sin x}{x}.
\]

Dividing (b) by \(x\) gives \(\cos x<\sin x/x\), hence \(v_g<v_p\). Next, \(x-\sin x\) vanishes at \(0\) and has derivative \(1-\cos x>0\) for \(0<x\le\pi/2\). Therefore \(\sin x<x\), and \(v_p<c\).

As an instance, a ring of six cells has smallest positive wave number \(q=2\pi/(6a)=\pi/(3a)\), so \(x=\pi/6\). Then

\[
v_g=\frac{\sqrt3}{2}\,c\approx0.866\,c,\qquad v_p=\frac{3}{\pi}\,c\approx0.955\,c .
\]

The quotient underestimates the sound speed by about 4.5 per cent, the slope by about 13.4 per cent.

```lean
/-- For wave numbers `0 < q ≤ π/a` the group velocity is `c cos(qa/2)`; it is nonnegative and
lies strictly below the phase velocity, which lies strictly below the sound speed `c`. -/
theorem group_lt_phase_lt_sound {a c q : ℝ} (ha : 0 < a) (hc : 0 < c)
    (hq : 0 < q) (hq' : q ≤ π / a) :
    groupVelocity a c q = c * Real.cos (q * a / 2) ∧
      0 ≤ groupVelocity a c q ∧
      groupVelocity a c q < phaseVelocity a c q ∧
      phaseVelocity a c q < c := by
  have hg : groupVelocity a c q = c * Real.cos (q * a / 2) :=
    (hasDerivAt_freq c ha.ne' q).deriv
  -- the half phase advance per cell lies between 0 and π/2
  have hx : 0 < q * a / 2 := by positivity
  have hx' : q * a / 2 ≤ π / 2 := by
    have := (le_div_iff₀ ha).mp hq'
    linarith
  have hpos : 0 < 2 * c / a := by positivity
  refine ⟨hg, ?_, ?_, ?_⟩
  · rw [hg]
    exact mul_nonneg hc.le (Real.cos_nonneg_of_mem_Icc ⟨by linarith, hx'⟩)
  · rw [hg, phaseVelocity, lt_div_iff₀ hq]
    calc c * Real.cos (q * a / 2) * q
        = 2 * c / a * (q * a / 2 * Real.cos (q * a / 2)) := by field_simp
      _ < 2 * c / a * Real.sin (q * a / 2) :=
        mul_lt_mul_of_pos_left (mul_cos_lt_sin hx hx') hpos
  · rw [phaseVelocity, div_lt_iff₀ hq]
    calc 2 * c / a * Real.sin (q * a / 2)
        < 2 * c / a * (q * a / 2) := mul_lt_mul_of_pos_left (Real.sin_lt hx) hpos
      _ = c * q := by field_simp
```

The conclusion is a conjunction of four statements: the formula and the three inequalities. `hx` and `hx'` place \(qa/2\) in the required interval. The code compares quantities multiplied by \(q\): each `calc` block multiplies a trigonometric inequality by the positive factor \(2c/a\), the first using (b) and the second using \(\sin x<x\).

## (d) Where the group velocity vanishes

**Task.** Under the hypotheses of (c), show that

\[
v_g(q)=0\iff q=\frac{\pi}{a}.
\]

**Solution.** If \(q<\pi/a\), then \(0<qa/2<\pi/2\), the cosine is positive, and so is \(v_g\). If \(q=\pi/a\), then \(v_g=c\cos(\pi/2)=0\). At this wave number neighbouring atoms move in antiphase.

```lean
/-- For `0 < q ≤ π/a` the group velocity vanishes exactly at the zone boundary `q = π/a`. -/
theorem groupVelocity_eq_zero_iff {a c q : ℝ} (ha : 0 < a) (hc : 0 < c)
    (hq : 0 < q) (hq' : q ≤ π / a) :
    groupVelocity a c q = 0 ↔ q = π / a := by
  rw [(group_lt_phase_lt_sound ha hc hq hq').1]
  constructor
  · intro h
    by_contra hne
    have hlt := (lt_div_iff₀ ha).mp (lt_of_le_of_ne hq' hne)
    have hx : 0 < q * a := mul_pos hq ha
    have hcos : 0 < Real.cos (q * a / 2) :=
      Real.cos_pos_of_mem_Ioo ⟨by linarith [Real.pi_pos], by linarith⟩
    exact (mul_pos hc hcos).ne' h
  · intro h
    have hx : q * a / 2 = π / 2 := by
      rw [h, div_mul_cancel₀ _ ha.ne']
    rw [hx, Real.cos_pi_div_two, mul_zero]
```

The forward direction is by contradiction: `hne` together with `hq'` gives \(q<\pi/a\), which makes the product \(c\cos(qa/2)\) positive. The reverse direction is the substitution.

## (e) The slope of the phase velocity

**Task.** For \(a\neq0\) and \(q\neq0\), show that

\[
v_p'(q)=\frac{v_g(q)-v_p(q)}{q}.
\]

**Solution.** By the quotient rule,

\[
v_p'(q)=\frac{\omega'(q)\,q-\omega(q)}{q^2}
=\frac{\omega'(q)-\omega(q)/q}{q}.
\]

```lean
/-- The slope of the phase velocity at a nonzero wave number is the difference between group
and phase velocity, divided by the wave number. -/
theorem hasDerivAt_phaseVelocity {a q : ℝ} (c : ℝ) (ha : a ≠ 0) (hq : q ≠ 0) :
    HasDerivAt (phaseVelocity a c)
      ((groupVelocity a c q - phaseVelocity a c q) / q) q := by
  have hg : groupVelocity a c q = c * Real.cos (q * a / 2) :=
    (hasDerivAt_freq c ha q).deriv
  have h := (hasDerivAt_freq c ha q).fun_div (hasDerivAt_id' q) hq
  rw [← hg] at h
  exact h.congr_deriv (by unfold phaseVelocity; field_simp)
```

`fun_div` is the quotient rule. The rewrite with `hg` replaces the cosine expression by the group velocity, and the last line rearranges the fraction.

## (f) Monotonicity up to the zone boundary

**Task.** For \(a,c>0\), show that

\[
0<q_1<q_2\le\frac{\pi}{a}\implies v_p(q_2)<v_p(q_1).
\]

**Solution.** By (c), \(v_g-v_p<0\) throughout this range, so (e) gives \(v_p'<0\). By the mean value theorem, \(v_p(q_2)-v_p(q_1)\) equals \(q_2-q_1\) times a negative slope.

```lean
/-- The phase velocity decreases strictly with the wave number on `0 < q ≤ π/a`. -/
theorem phaseVelocity_strictAntiOn {a c : ℝ} (ha : 0 < a) (hc : 0 < c) :
    StrictAntiOn (phaseVelocity a c) (Set.Ioc 0 (π / a)) := by
  apply strictAntiOn_of_deriv_neg (convex_Ioc _ _)
  · intro q hq
    exact (hasDerivAt_phaseVelocity c ha.ne' hq.1.ne').continuousAt.continuousWithinAt
  · intro q hq
    have hm : q ∈ Set.Ioc 0 (π / a) := interior_subset hq
    rw [(hasDerivAt_phaseVelocity c ha.ne' hm.1.ne').deriv]
    -- the sign is that of group velocity minus phase velocity
    exact div_neg_of_neg_of_pos
      (sub_neg.mpr (group_lt_phase_lt_sound ha hc hm.1 hm.2).2.2.1) hm.1
```

`StrictAntiOn` means strictly decreasing on a set, and `Set.Ioc 0 (π / a)` is the interval \((0,\pi/a]\). The Mathlib criterion asks for a convex set, continuity on it, and a negative derivative in its interior. Part (e) supplies the continuity and, with (c), the sign.

## (g) The long-wavelength limit

**Task.** For \(a\neq0\), show that

\[
\lim_{q\to0}v_p(q)=c .
\]

**Solution.** Since \(\omega(0)=0\),

\[
v_p(q)=\frac{\omega(q)-\omega(0)}{q-0},
\]

which is the difference quotient of \(\omega\) at zero. Its limit is \(\omega'(0)=c\cos0=c\). For positive \(a\) and \(c\), the upper bound in (c) therefore can't be replaced by a smaller constant.

```lean
/-- In the long-wavelength limit `q → 0` the phase velocity tends to the sound speed `c`. -/
theorem phaseVelocity_tendsto_sound {a : ℝ} (c : ℝ) (ha : a ≠ 0) :
    Tendsto (phaseVelocity a c) (𝓝[≠] 0) (𝓝 c) := by
  have h : HasDerivAt (freq a c) c 0 := by
    simpa using hasDerivAt_freq c ha 0
  have h0 : freq a c 0 = 0 := by simp [freq]
  refine (hasDerivAt_iff_tendsto_slope_zero.mp h).congr (fun t => ?_)
  simp only [zero_add, h0, sub_zero, smul_eq_mul, phaseVelocity, div_eq_inv_mul]
```

The filter `𝓝[≠] 0` lets \(q\) approach zero from both sides without reaching it. `h` is part (a) at \(q=0\), and the remaining lines identify the difference quotient with the phase velocity.

The two-sided limit depends on the sign convention: `freq` is odd in \(q\), hence negative for small negative \(q\) when \(a,c>0\). A definition with \(|\sin(qa/2)|\) would keep the frequency non-negative. It would leave every value on \(0<q\le\pi/a\) unchanged, but put kinks at the multiples of \(2\pi/a\). Parts (a) and (e) would have to exclude those points, the slope in (a) would become \(-c\cos(qa/2)\) wherever \(\sin(qa/2)<0\), and the limit here would have to be taken from the right, because from the left it would be \(-c\).

## (h) The smallest phase velocity in the range

**Task.** For \(a,c>0\), show that

\[
v_p\!\left(\frac{\pi}{a}\right)=\frac{2c}{\pi},\qquad
\frac{2c}{\pi}\le v_p(q)\quad\text{for all }0<q\le\frac{\pi}{a}.
\]

**Solution.** At the zone boundary the sine equals \(1\), so

\[
v_p\!\left(\frac{\pi}{a}\right)=\frac{2c/a}{\pi/a}=\frac{2c}{\pi}.
\]

For \(q<\pi/a\), part (f) gives \(v_p(q)>v_p(\pi/a)\), and for \(q=\pi/a\) the two sides are equal. In this chain, the quotient \(\omega(q)/q\) thus underestimates the sound speed by at most about 36 per cent, even at the zone boundary.

```lean
/-- The phase velocity equals `2c/π` at the zone boundary `q = π/a`, and it is at least `2c/π`
for all `0 < q ≤ π/a`. -/
theorem phaseVelocity_lower_bound {a c : ℝ} (ha : 0 < a) (hc : 0 < c) :
    phaseVelocity a c (π / a) = 2 * c / π ∧
      ∀ q, 0 < q → q ≤ π / a → 2 * c / π ≤ phaseVelocity a c q := by
  have hedge : phaseVelocity a c (π / a) = 2 * c / π := by
    have hpi : π ≠ 0 := Real.pi_ne_zero
    have hane : a ≠ 0 := ha.ne'
    rw [phaseVelocity, freq, div_mul_cancel₀ _ hane, Real.sin_pi_div_two]
    field_simp
  refine ⟨hedge, fun q hq hq' => ?_⟩
  rw [← hedge]
  exact (phaseVelocity_strictAntiOn ha hc).antitoneOn ⟨hq, hq'⟩
    ⟨div_pos Real.pi_pos ha, le_refl _⟩ hq'

end

end MonatomicChainVelocities
```

`hedge` is the boundary value. `antitoneOn` weakens the strict decrease from (f) to a non-strict one, which covers the case \(q=\pi/a\) as well.

```lean
#print axioms MonatomicChainVelocities.group_lt_phase_lt_sound
#print axioms MonatomicChainVelocities.groupVelocity_eq_zero_iff
#print axioms MonatomicChainVelocities.phaseVelocity_tendsto_sound
#print axioms MonatomicChainVelocities.phaseVelocity_lower_bound
```

```
'MonatomicChainVelocities.group_lt_phase_lt_sound' depends on axioms: [propext, Classical.choice, Quot.sound]
'MonatomicChainVelocities.groupVelocity_eq_zero_iff' depends on axioms: [propext, Classical.choice, Quot.sound]
'MonatomicChainVelocities.phaseVelocity_tendsto_sound' depends on axioms: [propext, Classical.choice, Quot.sound]
'MonatomicChainVelocities.phaseVelocity_lower_bound' depends on axioms: [propext, Classical.choice, Quot.sound]
```
